# Orbital rotations at a fixed Fock matrix: the Brillouin condition, and a minimum toward higher but a maximum toward lower virtuals

## When is the energy stationary, and which way does it curve?

Let $F$ (Fock matrix) and $D$ (density matrix) be Hermitian matrices in a finite orthonormal spinor basis, and let $K$ be anti-Hermitian, $K^\dagger=-K$. With $F$ held fixed and $t$ real, write $E(t)=\mathrm{tr}(F e^{tK}De^{-tK})$.

I understand that $E'(0)=0$ for every $K$ exactly when $FD=DF$. In Dirac-Hartree-Fock, a determinant of electronic orbitals should then be a minimum toward higher virtuals and a maximum toward the empty negative-energy states. I would like to see this proved in full and checked by machine, preferably for finite rotations as well as for the second derivative.

## Commutation decides the slope, level order decides the sign

Put $U=e^{tK}$. Since $U^\dagger=e^{-tK}=U^{-1}$, $U$ is unitary. Differentiating the rotated density gives

$$\frac{d}{dt}\,UDU^\dagger=UKDU^\dagger-UDKU^\dagger=U[K,D]U^\dagger .$$

Thus $E'$ has the form of $E$ with $D$ replaced by $[K,D]$, and $E''(0)=\mathrm{tr}(F[K,[K,D]])$.

**Slope.** By cyclicity, $E'(0)=\mathrm{tr}(KC)$ with $C=DF-FD$. If $C=0$, the slope vanishes. Conversely, $C^\dagger=-C$, so $K=C$ is an allowed generator, and the slope along it is $\mathrm{tr}(CC)=-\mathrm{tr}(C^\dagger C)=-\sum_{i,j}|C_{ji}|^2$. If this is zero, then $C=0$.

**Curvature.** Commuting Hermitian $F$ and $D$ have a common orthonormal eigenbasis. In it, $F=\mathrm{diag}(e)$ and $D=\mathrm{diag}(f)$, with real levels $e_p$ and occupations $f_p$. Then $[K,D]_{pq}=K_{pq}(f_q-f_p)$. Using $K_{qp}=-K_{pq}^*$,

$$E''(0)=2\sum_{p,q}e_p(f_q-f_p)|K_{pq}|^2=\sum_{p,q}(f_q-f_p)(e_p-e_q)|K_{pq}|^2 ,$$

where the second form exchanges $p$ and $q$ in half of the sum. For occupations 0 and 1, only occupied-virtual pairs survive, each met twice:

$$E''(0)=2\sum_{i\,\mathrm{occ}}\ \sum_{a\,\mathrm{virt}}|K_{ai}|^2(e_a-e_i).$$

**Finite rotations.** For such a determinant, level $p$ has population $n_p(t)=\sum_{i\,\mathrm{occ}}|U_{pi}|^2$. It lies between 0 and 1 because the rows of $U$ are normalised, and $\sum_p n_p$ is conserved. For any energy $\mu$, therefore,

$$E(t)-E(0)=\sum_p(e_p-\mu)(n_p(t)-f_p).$$

Suppose that $\mu$ lies above the occupied levels and below every virtual that $K$ touches. For occupied $p$ both factors are $\le0$; for touched virtuals both are $\ge0$; untouched virtuals stay empty. Hence $E(t)\ge E(0)$. Reversing the signs of all energies gives the maximum.

### What the Lean statements say

The finite type `n` labels the spinors, and `Kᴴ = -K` says that $K$ is anti-Hermitian. `energy` takes the real part of the trace; `energy_trace_im` shows that the imaginary part is zero for Hermitian $F$ and $D$.

In `brillouin`, `HasDerivAt (energy F D K) 0 0` means slope 0 at $t=0$. $D$ need not be idempotent, so fractional occupations are included. Brillouin's theorem is usually stated for the many-electron Hamiltonian between a Hartree-Fock determinant and its single excitations; this is the one-particle matrix condition for a given $F$.

`curvature_fractional` and `curvature` give the derivative of `deriv (energy ...)` at 0, for general occupations and for a determinant occupying the set `occ`.

In the last two theorems, `μ` is an assumed energy separating the occupied levels from the touched virtuals. For the maximum, it stands for a point in the gap between the negative-energy states and the occupied electronic levels. The alternative `∀ q, K a q = 0` says that virtual `a` is untouched. The inequalities are not strict, so flat directions are allowed.

No Dirac operator is constructed: "negative-energy" enters only through the ordering of levels. Nor does $F$ respond to the rotation, whereas the self-consistent Hartree-Fock curvature has a further two-electron term.

```lean
import Mathlib

open Matrix

namespace DiracHartreeFockSaddle

noncomputable section

variable {n : Type*} [Fintype n] [DecidableEq n]

/-- The density matrix `D` after the orbital rotation `exp (tK)`. -/
def rotated (D K : Matrix n n ℂ) (t : ℝ) : Matrix n n ℂ :=
  NormedSpace.exp (t • K) * D * NormedSpace.exp (-(t • K))

/-- The real part of the trace of the Fock matrix `F` with the rotated density. -/
def energy (F D K : Matrix n n ℂ) (t : ℝ) : ℝ := (trace (F * rotated D K t)).re

/-- The diagonal matrix with real entries `e` (orbital energies or occupations). -/
def diagOp (e : n → ℝ) : Matrix n n ℂ := diagonal fun p => (e p : ℂ)

/-- Occupation numbers of a determinant: one on the set `occ`, zero elsewhere. -/
def occupation (occ : Finset n) (p : n) : ℝ := if p ∈ occ then 1 else 0

/-- For anti-Hermitian `K` the adjoint of `exp (tK)` is `exp (-tK)`, and it is the inverse. -/
theorem rotation_unitary {K : Matrix n n ℂ} (hK : Kᴴ = -K) (t : ℝ) :
    (NormedSpace.exp (t • K))ᴴ = NormedSpace.exp (-(t • K)) ∧
      NormedSpace.exp (t • K) * NormedSpace.exp (-(t • K)) = 1 := by
  constructor
  · rw [← Matrix.exp_conjTranspose, conjTranspose_smul, hK, star_trivial, smul_neg]
  · rw [← Matrix.exp_add_of_commute _ _ (Commute.refl (t • K)).neg_right,
      add_neg_cancel, NormedSpace.exp_zero]

/-- For Hermitian `F` and `D` and anti-Hermitian `K`, the trace defining the energy is real. -/
theorem energy_trace_im {F D K : Matrix n n ℂ} (hF : F.IsHermitian) (hD : D.IsHermitian)
    (hK : Kᴴ = -K) (t : ℝ) : (trace (F * rotated D K t)).im = 0 := by
  have hR : (rotated D K t)ᴴ = rotated D K t := by
    unfold rotated
    rw [← (rotation_unitary hK t).1]
    simp only [conjTranspose_mul, conjTranspose_conjTranspose, hD.eq, Matrix.mul_assoc]
  apply Complex.conj_eq_iff_im.1
  change star (trace (F * rotated D K t)) = _
  rw [← trace_conjTranspose, conjTranspose_mul, hR, hF.eq, trace_mul_comm]

open scoped Matrix.Norms.Operator in
/-- The slope of the energy along a rotation is the energy expression with the density replaced by
the commutator `K * D - D * K`. -/
theorem hasDerivAt_energy (F D K : Matrix n n ℂ) (t : ℝ) :
    HasDerivAt (energy F D K) (energy F (K * D - D * K) K t) t := by
  have hU : HasDerivAt (fun s : ℝ => NormedSpace.exp (s • K))
      (NormedSpace.exp (t • K) * K) t := hasDerivAt_exp_smul_const (𝕂 := ℝ) K t
  have hV : HasDerivAt (fun s : ℝ => NormedSpace.exp (-(s • K)))
      (-K * NormedSpace.exp (-(t • K))) t := by
    have h := hasDerivAt_exp_smul_const' (𝕂 := ℝ) (-K) t
    simp only [smul_neg] at h
    exact h
  have hR : HasDerivAt (rotated D K) (rotated (K * D - D * K) K t) t := by
    refine ((hU.mul_const D).fun_mul hV).congr_deriv ?_
    simp only [rotated]
    noncomm_ring
  -- the trace with `F` is a linear functional of the density
  let L : Matrix n n ℂ →ₗ[ℝ] ℝ :=
    { toFun := fun M => (trace (F * M)).re
      map_add' := by intro A B; simp [Matrix.mul_add]
      map_smul' := by intro c A; simp }
  exact L.toContinuousLinearMap.hasFDerivAt.comp_hasDerivAt t hR

/-- Brillouin condition: for Hermitian `F` and `D`, the energy has zero slope at `t = 0` along
`exp (tK)` for every anti-Hermitian `K` exactly when `F` and `D` commute. -/
theorem brillouin {F D : Matrix n n ℂ} (hF : F.IsHermitian) (hD : D.IsHermitian) :
    (∀ K : Matrix n n ℂ, Kᴴ = -K → HasDerivAt (energy F D K) 0 0) ↔ F * D = D * F := by
  have hval : ∀ K : Matrix n n ℂ,
      energy F (K * D - D * K) K 0 = (trace (K * (D * F - F * D))).re := by
    intro K
    have h1 : trace (F * (K * D)) = trace (K * (D * F)) := by
      rw [trace_mul_comm, Matrix.mul_assoc]
    have h2 : trace (F * (D * K)) = trace (K * (F * D)) := by
      rw [← Matrix.mul_assoc, trace_mul_comm]
    simp only [energy, rotated, zero_smul, neg_zero, NormedSpace.exp_zero, Matrix.one_mul,
      Matrix.mul_one, Matrix.mul_sub, trace_sub, h1, h2]
  constructor
  · intro h
    obtain ⟨C, hC⟩ : ∃ C, C = D * F - F * D := ⟨_, rfl⟩
    have hA : Cᴴ = -C := by
      rw [hC, conjTranspose_sub, conjTranspose_mul, conjTranspose_mul, hF.eq, hD.eq, neg_sub]
    -- rotate along the commutator itself
    have h0 := (hasDerivAt_energy F D C 0).unique (h C hA)
    rw [hval, ← hC] at h0
    have hs : (trace (Cᴴ * C)).re = ∑ i, ∑ j, Complex.normSq (C j i) := by
      simp [Matrix.trace, Matrix.mul_apply, Complex.normSq_apply]
    rw [hA, Matrix.neg_mul, trace_neg, Complex.neg_re, h0, neg_zero] at hs
    have hz : C = 0 := by
      ext j i
      have hi := (Finset.sum_eq_zero_iff_of_nonneg (fun i _ =>
        Finset.sum_nonneg fun j _ => Complex.normSq_nonneg (C j i))).1 hs.symm i
          (Finset.mem_univ i)
      have hj := (Finset.sum_eq_zero_iff_of_nonneg (fun j _ =>
        Complex.normSq_nonneg (C j i))).1 hi j (Finset.mem_univ j)
      exact Complex.normSq_eq_zero.1 hj
    exact (sub_eq_zero.1 (hC.symm.trans hz)).symm
  · intro h K _
    refine (hasDerivAt_energy F D K 0).congr_deriv ?_
    rw [hval, h, sub_self, Matrix.mul_zero, trace_zero, Complex.zero_re]

/-- For a diagonal Fock matrix the energy is the sum of level energies times populations. -/
theorem energy_diag (e : n → ℝ) (D K : Matrix n n ℂ) (t : ℝ) :
    energy (diagOp e) D K t = ∑ p, e p * (rotated D K t p p).re := by
  simp [energy, diagOp, Matrix.trace, Matrix.diagonal_mul]

/-- Curvature of the energy at the origin for levels `e`, arbitrary real occupations `f` and
an anti-Hermitian generator. -/
theorem curvature_fractional (e f : n → ℝ) {K : Matrix n n ℂ} (hK : Kᴴ = -K) :
    HasDerivAt (deriv (energy (diagOp e) (diagOp f) K))
      (∑ p, ∑ q, (f q - f p) * (e p - e q) * ‖K p q‖ ^ 2) 0 := by
  have hh : ∀ p q, star (K q p) = -K p q := fun p q => congrFun (congrFun hK p) q
  have hN : ∀ p q, ‖K p q‖ = ‖K q p‖ := fun p q => by
    rw [← norm_neg (K p q), ← hh, norm_star]
  rw [show deriv (energy (diagOp e) (diagOp f) K) = _ from
    funext fun t => (hasDerivAt_energy (diagOp e) (diagOp f) K t).deriv]
  refine (hasDerivAt_energy _ _ K 0).congr_deriv ?_
  -- the double commutator in the eigenbasis
  have key : energy (diagOp e) (K * (K * diagOp f - diagOp f * K) -
      (K * diagOp f - diagOp f * K) * K) K 0 =
      ∑ p, ∑ q, (e p * (f q - f p) * ‖K p q‖ ^ 2 + e p * (f q - f p) * ‖K p q‖ ^ 2) := by
    rw [energy_diag]
    refine Finset.sum_congr rfl fun p _ => ?_
    simp only [rotated, zero_smul, neg_zero, NormedSpace.exp_zero, Matrix.one_mul,
      Matrix.mul_one]
    rw [Matrix.sub_apply, Matrix.mul_apply, Matrix.mul_apply, ← Finset.sum_sub_distrib,
      Complex.re_sum, Finset.mul_sum]
    refine Finset.sum_congr rfl fun q _ => ?_
    have hq : K q p = -star (K p q) := by rw [hh q p, neg_neg]
    rw [← Complex.normSq_eq_norm_sq, Complex.normSq_apply]
    simp only [Matrix.sub_apply, diagOp, Matrix.mul_diagonal, Matrix.diagonal_mul]
    rw [hq]
    simp only [Complex.mul_re, Complex.mul_im, Complex.sub_re, Complex.sub_im, Complex.neg_re,
      Complex.neg_im, Complex.ofReal_re, Complex.ofReal_im, Complex.star_def, Complex.conj_re,
      Complex.conj_im]
    ring
  have swap : ∑ p, ∑ q, e p * (f q - f p) * ‖K p q‖ ^ 2 =
      ∑ p, ∑ q, e q * (f p - f q) * ‖K p q‖ ^ 2 := by
    rw [Finset.sum_comm]
    exact Finset.sum_congr rfl fun p _ => Finset.sum_congr rfl fun q _ => by rw [hN q p]
  rw [key]
  simp only [Finset.sum_add_distrib]
  nth_rewrite 2 [swap]
  simp only [← Finset.sum_add_distrib]
  exact Finset.sum_congr rfl fun p _ => Finset.sum_congr rfl fun q _ => by ring

/-- For a determinant and an anti-Hermitian generator, the curvature is twice the sum over
occupied `i` and virtual `a` of `|K_ai|²` times the excitation energy `e_a - e_i`. -/
theorem curvature (e : n → ℝ) (occ : Finset n) {K : Matrix n n ℂ} (hK : Kᴴ = -K) :
    HasDerivAt (deriv (energy (diagOp e) (diagOp (occupation occ)) K))
      (2 * ∑ i ∈ occ, ∑ a ∈ occᶜ, ‖K a i‖ ^ 2 * (e a - e i)) 0 := by
  refine (curvature_fractional e (occupation occ) hK).congr_deriv ?_
  have hN : ∀ p q, ‖K p q‖ = ‖K q p‖ := fun p q => by
    have h : star (K q p) = -K p q := congrFun (congrFun hK p) q
    rw [← norm_neg (K p q), ← h, norm_star]
  have ho : ∀ g : n → ℝ, ∑ i ∈ occ, g i = ∑ i, occupation occ i * g i := by
    intro g
    simp [occupation]
  have hv : ∀ g : n → ℝ, ∑ a ∈ occᶜ, g a = ∑ a, (1 - occupation occ a) * g a := by
    intro g
    have h := Finset.sum_add_sum_compl occ g
    simp only [sub_mul, one_mul, Finset.sum_sub_distrib, ← ho]
    linarith
  simp only [ho, hv, Finset.mul_sum]
  -- each occupied-virtual pair is met twice in the full double sum
  have hsplit : ∀ T : n → n → ℝ, ∑ p, ∑ q, (T p q + T q p) = ∑ p, ∑ q, 2 * T p q := by
    intro T
    simp only [Finset.sum_add_distrib, ← Finset.mul_sum]
    rw [Finset.sum_comm (f := fun p q => T q p)]
    ring
  rw [← hsplit]
  refine Finset.sum_congr rfl fun p _ => Finset.sum_congr rfl fun q _ => ?_
  rw [hN q p]
  ring

/-- Under an anti-Hermitian generator, the population of level `p` is the sum of the
occupations weighted by the squared moduli of the rotation coefficients. -/
theorem population (f : n → ℝ) {K : Matrix n n ℂ} (hK : Kᴴ = -K) (t : ℝ) (p : n) :
    (rotated (diagOp f) K t p p).re =
      ∑ i, f i * ‖(NormedSpace.exp (t • K) : Matrix n n ℂ) p i‖ ^ 2 := by
  unfold rotated
  rw [← (rotation_unitary hK t).1, Matrix.mul_apply, Complex.re_sum]
  refine Finset.sum_congr rfl fun i _ => ?_
  rw [← Complex.normSq_eq_norm_sq, Complex.normSq_apply, diagOp, Matrix.mul_diagonal,
    conjTranspose_apply]
  simp only [Complex.mul_re, Complex.mul_im, Complex.ofReal_re, Complex.ofReal_im,
    Complex.star_def, Complex.conj_re, Complex.conj_im]
  ring

/-- Minimum toward higher virtuals: if a level `μ` lies above all occupied energies and below
every virtual that the anti-Hermitian `K` touches, no rotation `exp (tK)` lowers the energy. -/
theorem minimum_toward_higher (e : n → ℝ) (occ : Finset n) {K : Matrix n n ℂ} (hK : Kᴴ = -K)
    (μ : ℝ) (hocc : ∀ i ∈ occ, e i ≤ μ) (hvir : ∀ a ∉ occ, μ ≤ e a ∨ ∀ q, K a q = 0) (t : ℝ) :
    energy (diagOp e) (diagOp (occupation occ)) K 0 ≤
      energy (diagOp e) (diagOp (occupation occ)) K t := by
  have hUV := (rotation_unitary hK t).2
  have hrow : ∀ p, ∑ i, ‖(NormedSpace.exp (t • K) : Matrix n n ℂ) p i‖ ^ 2 = 1 := by
    intro p
    have h := population (fun _ => 1) hK t p
    have h1 : diagOp (fun _ : n => (1 : ℝ)) = 1 := by simp [diagOp]
    rw [h1, rotated, Matrix.mul_one, hUV, Matrix.one_apply_eq, Complex.one_re] at h
    simpa only [one_mul] using h.symm
  -- the number of electrons is conserved
  have htr : ∑ p, (rotated (diagOp (occupation occ)) K t p p).re = ∑ p, occupation occ p := by
    have h : trace (rotated (diagOp (occupation occ)) K t) = trace (diagOp (occupation occ)) := by
      rw [rotated, trace_mul_comm, ← Matrix.mul_assoc, mul_eq_one_comm.1 hUV, Matrix.one_mul]
    have h' := congrArg Complex.re h
    simpa [Matrix.trace, diagOp] using h'
  have hp : ∀ p, 0 ≤ (e p - μ) *
      ((rotated (diagOp (occupation occ)) K t p p).re - occupation occ p) := by
    intro p
    rw [population _ hK]
    by_cases hm : p ∈ occ
    · have hle : ∑ i, occupation occ i * ‖(NormedSpace.exp (t • K) : Matrix n n ℂ) p i‖ ^ 2
          ≤ 1 := by
        rw [← hrow p]
        refine Finset.sum_le_sum fun i _ => ?_
        by_cases hi : i ∈ occ <;> simp [occupation, hi]
      have h1 : occupation occ p = 1 := by simp [occupation, hm]
      rw [h1]
      nlinarith [mul_nonneg (sub_nonneg.2 (hocc p hm)) (sub_nonneg.2 hle)]
    · have h0 : occupation occ p = 0 := by simp [occupation, hm]
      rw [h0, sub_zero]
      rcases hvir p hm with h | h
      · refine mul_nonneg (sub_nonneg.2 h) (Finset.sum_nonneg fun i _ => ?_)
        by_cases hi : i ∈ occ <;> simp [occupation, hi]
      · -- an untouched virtual stays empty
        have hcol : ∀ q, K q p = 0 := fun q => by
          have hs : star (K q p) = -K p q := congrFun (congrFun hK p) q
          rw [h q, neg_zero] at hs
          exact star_eq_zero.1 hs
        have hc : Commute (diagonal (Pi.single p (1 : ℂ))) (t • K) := by
          change _ * _ = _ * _
          ext i j
          rw [Matrix.diagonal_mul, Matrix.mul_diagonal, Matrix.smul_apply]
          by_cases hi : i = p
          · subst hi
            simp [h j]
          · by_cases hj : j = p
            · subst hj
              simp [hcol i]
            · simp [hi, hj]
        have hz : ∑ i, occupation occ i *
            ‖(NormedSpace.exp (t • K) : Matrix n n ℂ) p i‖ ^ 2 = 0 := by
          refine Finset.sum_eq_zero fun i _ => ?_
          by_cases hi : i = p
          · rw [hi, h0, zero_mul]
          · have hx := congrFun (congrFun hc.exp_right.eq p) i
            rw [Matrix.diagonal_mul, Matrix.mul_diagonal] at hx
            simp only [Pi.single_apply, if_true, if_neg hi, one_mul, mul_zero] at hx
            rw [hx]
            simp
        rw [hz, mul_zero]
  have hsum := Finset.sum_nonneg (fun p (_ : p ∈ Finset.univ) => hp p)
  simp only [sub_mul, mul_sub, Finset.sum_sub_distrib, ← Finset.mul_sum] at hsum
  rw [htr] at hsum
  have hzero : energy (diagOp e) (diagOp (occupation occ)) K 0 =
      ∑ p, e p * occupation occ p := by
    rw [energy_diag]
    simp [rotated, diagOp, NormedSpace.exp_zero]
  rw [hzero, energy_diag]
  linarith

/-- Maximum toward lower virtuals, such as negative-energy states: if `μ` lies below all
occupied energies and above every virtual that the anti-Hermitian `K` touches, no rotation
`exp (tK)` raises the energy. -/
theorem maximum_toward_lower (e : n → ℝ) (occ : Finset n) {K : Matrix n n ℂ} (hK : Kᴴ = -K)
    (μ : ℝ) (hocc : ∀ i ∈ occ, μ ≤ e i) (hvir : ∀ a ∉ occ, e a ≤ μ ∨ ∀ q, K a q = 0) (t : ℝ) :
    energy (diagOp e) (diagOp (occupation occ)) K t ≤
      energy (diagOp e) (diagOp (occupation occ)) K 0 := by
  -- turn the spectrum upside down
  have h := minimum_toward_higher (fun p => -e p) occ hK (-μ)
    (fun i hi => neg_le_neg (hocc i hi)) (fun a ha => (hvir a ha).imp_left neg_le_neg) t
  simp only [energy_diag, neg_mul, Finset.sum_neg_distrib] at h ⊢
  linarith

end

end DiracHartreeFockSaddle
```

```lean
#print axioms DiracHartreeFockSaddle.brillouin
#print axioms DiracHartreeFockSaddle.curvature
#print axioms DiracHartreeFockSaddle.minimum_toward_higher
#print axioms DiracHartreeFockSaddle.maximum_toward_lower
```

```
'DiracHartreeFockSaddle.brillouin' depends on axioms: [propext, Classical.choice, Quot.sound]
'DiracHartreeFockSaddle.curvature' depends on axioms: [propext, Classical.choice, Quot.sound]
'DiracHartreeFockSaddle.minimum_toward_higher' depends on axioms: [propext, Classical.choice, Quot.sound]
'DiracHartreeFockSaddle.maximum_toward_lower' depends on axioms: [propext, Classical.choice, Quot.sound]
```

### From the derivation to the proof

`hasDerivAt_energy` is the derivative formula at every $t$. `brillouin` rewrites the slope by cyclicity (`hval`), then inserts the commutator as generator; a vanishing sum of squares forces each entry to vanish. In `curvature_fractional`, `key` expands the double commutator and `swap` exchanges the indices. `curvature` then reduces the double sum to occupied-virtual pairs.

`population` supplies the formula for $n_p$. Within `minimum_toward_higher`, `hrow` is row normalisation, `htr` conserves the electron number, and `hp` checks the sign level by level. For an untouched virtual, the projector onto it commutes with $K$, hence with $e^{tK}$ (`hc.exp_right`), so no population reaches it. `maximum_toward_lower` applies this theorem to `-e` and `-μ`.

### Placing the generator between the exponentials

The proof turns on Mathlib's two forms of the exponential's derivative. `hasDerivAt_exp_smul_const` puts $K$ to the right of $e^{tK}$, while the primed version puts $-K$ to the left of $e^{-tK}$. Both generators then stand next to $D$, and `noncomm_ring` collects them into $[K,D]$. Because the result is again an `energy`, the same lemma also yields the second derivative.

### One occupied and one virtual level

With $K_{ai}=\kappa$ and zero diagonal entries, the rotation moves population $\sin^2(|\kappa|t)$ from $i$ to $a$:

$$E(t)=e_i+(e_a-e_i)\sin^2(|\kappa|t),\qquad E''(0)=2|\kappa|^2(e_a-e_i).$$

The sign of $e_a-e_i$ alone decides between minimum and maximum when $\kappa\neq0$. In a four-component calculation with a finite basis and fixed $F$, a determinant built from eigenvectors of $F$, with virtuals both above and below its occupied levels, is therefore a saddle, and minimisation over all orbital rotations can carry electrons into the negative-energy states.
